# At stationary populations, the first two derivatives of an NMR exchange signal at time zero contain no exchange rates

Take two sites, 0 and 1, with precession frequencies w₀ and w₁ and populations pA and pB. Spins hop from 0 to 1 at rate a and back at rate b, and the populations are balanced: a pA = b pB = f. The magnetisation vector x obeys dx/dt = Gx, where G is precession plus exchange, and it starts at p = (pA, pB). The signal s is the sum of its components.

Exchange does not change the balanced populations, so the first action of G gives only precession:

Gp = (i w₀ pA, i w₁ pB).

Exchange also moves magnetisation without creating any, so it drops out of the last action of G, just before the sum. With two actions, no rate is left; only the frequencies and the populations remain, and the populations fix the ratio of a to b but not the speed of exchange. With three, the middle one can be an exchange step, and it contributes

−w₀ f (w₁ − w₀) − w₁ f (w₀ − w₁) = f (w₀ − w₁)².

The same cancellation works for any finite number of sites.

## The signal and its derivatives

```lean
import Mathlib

open Matrix
open scoped Matrix.Norms.Operator

namespace ChemicalExchangeMoments

noncomputable section

variable {n : Type*} [Fintype n] [DecidableEq n]
```

The type `n` is the finite set of sites.

```lean
/-- The generator `iW + K` of precession at the site frequencies `w` together with exchange
at the rates `K`. -/
def generator (K : Matrix n n ℝ) (w : n → ℝ) : Matrix n n ℂ :=
  Matrix.diagonal (fun i => Complex.I * (w i : ℂ)) + K.map Complex.ofReal
```

This is G = iW + K, with W the diagonal matrix of the real frequencies w_i. For i ≠ j, the entry `K i j` is the rate from site j to site i. The diagonal entry `K j j` is minus the total rate out of site j when the columns sum to zero, as assumed below. `K.map Complex.ofReal` reads the real matrix K as a complex one.

```lean
/-- The free induction signal: the total transverse magnetisation at time `t`, started from the
site populations `p`. -/
def signal (K : Matrix n n ℝ) (w p : n → ℝ) (t : ℝ) : ℂ :=
  ∑ i, (NormedSpace.exp (t • generator K w) *ᵥ fun j => (p j : ℂ)) i
```

In ordinary notation,

s(t) = Σ_i (exp(tG) p)_i.

Here `•` multiplies by a scalar and `*ᵥ` applies a matrix to a vector. The model describes uncoupled spins after an ideal pulse, with no transverse relaxation apart from exchange.

```lean
/-- A summed readout of the propagator `exp(tA)`, taken after a fixed matrix `B`, has the time
derivative obtained by inserting one factor `A`. -/
theorem hasDerivAt_readout (B A : Matrix n n ℂ) (v : n → ℂ) (t : ℝ) :
    HasDerivAt (fun u : ℝ => ∑ i, ((B * NormedSpace.exp (u • A)) *ᵥ v) i)
      (∑ i, ((B * (A * NormedSpace.exp (t • A))) *ᵥ v) i) t := by
  -- the readout is a linear functional of the propagator
  let φ : Matrix n n ℂ →ₗ[ℝ] ℂ :=
    { toFun := fun M => ∑ i, ((B * M) *ᵥ v) i
      map_add' := fun M N => by
        simp only [Matrix.mul_add, Matrix.add_mulVec, Pi.add_apply, Finset.sum_add_distrib]
      map_smul' := fun c M => by
        simp only [Matrix.mul_smul, Matrix.mulVec, dotProduct, Matrix.smul_apply,
          Finset.smul_sum, smul_mul_assoc, RingHom.id_apply] }
  have h : HasDerivAt (fun u : ℝ => NormedSpace.exp (u • A))
      (A * NormedSpace.exp (t • A)) t := hasDerivAt_exp_smul_const' A t
  exact (LinearMap.toContinuousLinearMap φ).hasFDerivAt.comp_hasDerivAt t h
```

For fixed matrices B and A, the derivative of Σ_i (B exp(tA) v)_i is Σ_i (B A exp(tA) v)_i. The proof treats the readout as a linear map `φ` of the propagator and applies the chain rule to the known derivative of the exponential.

```lean
/-- The `m`-th time derivative of the signal is read out from the `m`-th power of the generator
acting on the propagated populations. -/
theorem iteratedDeriv_signal (K : Matrix n n ℝ) (w p : n → ℝ) (m : ℕ) :
    iteratedDeriv m (signal K w p) = fun t => ∑ i,
      ((generator K w ^ m * NormedSpace.exp (t • generator K w)) *ᵥ fun j => (p j : ℂ)) i := by
  induction m with
  | zero =>
    funext t
    simp only [iteratedDeriv_zero, pow_zero, one_mul, signal]
  | succ m ih =>
    rw [iteratedDeriv_succ, ih]
    funext t
    rw [(hasDerivAt_readout _ _ _ t).deriv, ← mul_assoc, ← pow_succ]
```

By induction on m, each derivative brings down one more factor of G:

s⁽ᵐ⁾(t) = Σ_i (Gᵐ exp(tG) p)_i.

```lean
theorem iteratedDeriv_signal_zero (K : Matrix n n ℝ) (w p : n → ℝ) (m : ℕ) :
    iteratedDeriv m (signal K w p) 0 =
      ∑ i, ((generator K w ^ m) *ᵥ fun j => (p j : ℂ)) i := by
  rw [iteratedDeriv_signal]
  simp only [zero_smul, NormedSpace.exp_zero, mul_one]
```

At t = 0 the exponential is the identity, so s⁽ᵐ⁾(0) = Σ_i (Gᵐ p)_i. What remains is algebra.

## Where exchange cancels

```lean
/-- The rate of change of the magnetisation on site `i` is its precession plus the exchange
terms. -/
theorem generator_mulVec_apply (K : Matrix n n ℝ) (w : n → ℝ) (x : n → ℂ) (i : n) :
    (generator K w *ᵥ x) i = Complex.I * w i * x i + ∑ j, (K i j : ℂ) * x j := by
  rw [generator, Matrix.add_mulVec, Pi.add_apply, Matrix.mulVec_diagonal]
  simp only [Matrix.mulVec, dotProduct, Matrix.map_apply]
```

In components, (Gx)_i = i w_i x_i + Σ_j K_ij x_j. The i that multiplies w_i is the imaginary unit; the subscript is the site.

```lean
/-- If the columns of `K` sum to zero, exchange drops out of the rate of change of the total
magnetisation. -/
theorem sum_generator_mulVec {K : Matrix n n ℝ} (hK : ∀ j, ∑ i, K i j = 0)
    (w : n → ℝ) (x : n → ℂ) :
    ∑ i, (generator K w *ᵥ x) i = ∑ i, Complex.I * w i * x i := by
  have h : ∑ i, ∑ j, (K i j : ℂ) * x j = 0 := by
    rw [Finset.sum_comm]
    refine Finset.sum_eq_zero fun j _ => ?_
    rw [← Finset.sum_mul, ← Complex.ofReal_sum, hK j, Complex.ofReal_zero, zero_mul]
  simp only [generator_mulVec_apply, Finset.sum_add_distrib, h, add_zero]
```

The hypothesis `hK` says that every column of K sums to zero, which is conservation of magnetisation under exchange. Swapping the order of summation gives

Σ_i Σ_j K_ij x_j = Σ_j (Σ_i K_ij) x_j = 0,

so K disappears when it acts last.

```lean
/-- On populations that are stationary under exchange, the generator acts by precession alone. -/
theorem generator_mulVec_stationary {K : Matrix n n ℝ} {p : n → ℝ} (hp : K *ᵥ p = 0)
    (w : n → ℝ) :
    (generator K w *ᵥ fun j => (p j : ℂ)) = fun i => Complex.I * w i * p i := by
  funext i
  have h : ∑ j, (K i j : ℂ) * (p j : ℂ) = 0 := by
    have h' := congrFun hp i
    simp only [Matrix.mulVec, dotProduct, Pi.zero_apply] at h'
    exact_mod_cast h'
  simp only [generator_mulVec_apply, h, add_zero]
```

The hypothesis `hp` is Kp = 0: exchange leaves the populations stationary. Hence (Gp)_i = i w_i p_i, and K disappears when it acts first.

```lean
omit [DecidableEq n] in
/-- For zero column sums and stationary `p`, half the flux-weighted sum of squared frequency
jumps equals minus the frequency correlation carried by `K`. -/
theorem half_sum_sq_jumps {K : Matrix n n ℝ} {p : n → ℝ} (hK : ∀ j, ∑ i, K i j = 0)
    (hp : K *ᵥ p = 0) (w : n → ℝ) :
    1 / 2 * ∑ i, ∑ j, K i j * p j * (w i - w j) ^ 2 =
      -∑ i, w i * ∑ j, K i j * w j * p j := by
  -- the weighted sum of squared final frequencies vanishes by stationarity
  have h1 : ∑ i, ∑ j, K i j * p j * w i ^ 2 = 0 := by
    refine Finset.sum_eq_zero fun i _ => ?_
    have h' := congrFun hp i
    simp only [Matrix.mulVec, dotProduct, Pi.zero_apply] at h'
    rw [← Finset.sum_mul, h', zero_mul]
  -- the weighted sum of squared initial frequencies vanishes by conservation
  have h2 : ∑ i, ∑ j, K i j * p j * w j ^ 2 = 0 := by
    rw [Finset.sum_comm]
    refine Finset.sum_eq_zero fun j _ => ?_
    rw [← Finset.sum_mul, ← Finset.sum_mul, hK j, zero_mul, zero_mul]
  have h3 : ∑ i, ∑ j, K i j * p j * (w i - w j) ^ 2 =
      ∑ i, ∑ j, K i j * p j * w i ^ 2 + ∑ i, ∑ j, K i j * p j * w j ^ 2
        - 2 * ∑ i, w i * ∑ j, K i j * w j * p j := by
    simp only [Finset.mul_sum, ← Finset.sum_add_distrib, ← Finset.sum_sub_distrib]
    refine Finset.sum_congr rfl fun i _ => Finset.sum_congr rfl fun j _ => ?_
    ring
  rw [h3, h1, h2]
  ring
```

Expand the square by hand:

Σ_ij K_ij p_j (w_i − w_j)² = Σ_i w_i² (Σ_j K_ij p_j) + Σ_j w_j² p_j (Σ_i K_ij) − 2 Σ_ij w_i K_ij w_j p_j.

The first term vanishes by stationarity (`h1`) and the second by conservation (`h2`). Half of what is left is −Σ_ij w_i K_ij w_j p_j.

## The first three derivatives

```lean
/-- Short-time moments of an exchanging spin system with zero column sums and stationary `p`:
the first two derivatives of the signal at time zero do not contain the rates, and the real part
of the third is half the flux-weighted sum of squared frequency jumps. -/
theorem exchange_moments {K : Matrix n n ℝ} {p : n → ℝ} (hK : ∀ j, ∑ i, K i j = 0)
    (hp : K *ᵥ p = 0) (w : n → ℝ) :
    iteratedDeriv 1 (signal K w p) 0 = Complex.I * ((∑ i, p i * w i : ℝ) : ℂ) ∧
    iteratedDeriv 2 (signal K w p) 0 = -((∑ i, p i * w i ^ 2 : ℝ) : ℂ) ∧
    (iteratedDeriv 3 (signal K w p) 0).re =
      1 / 2 * ∑ i, ∑ j, K i j * p j * (w i - w j) ^ 2 ∧
    (iteratedDeriv 3 (signal K w p) 0).im = -∑ i, p i * w i ^ 3 := by
  have third : iteratedDeriv 3 (signal K w p) 0 =
      ((1 / 2 * ∑ i, ∑ j, K i j * p j * (w i - w j) ^ 2 : ℝ) : ℂ)
        - Complex.I * ((∑ i, p i * w i ^ 3 : ℝ) : ℂ) := by
    rw [iteratedDeriv_signal_zero, pow_three, ← Matrix.mulVec_mulVec, ← Matrix.mulVec_mulVec,
      sum_generator_mulVec hK, generator_mulVec_stationary hp, half_sum_sq_jumps hK hp]
    simp only [generator_mulVec_apply]
    push_cast
    rw [Finset.mul_sum, ← Finset.sum_neg_distrib, ← Finset.sum_sub_distrib]
    refine Finset.sum_congr rfl fun i _ => ?_
    -- one exchange step survives between two precession factors
    have h : ∑ j, (K i j : ℂ) * (Complex.I * w j * p j) =
        Complex.I * ∑ j, (K i j : ℂ) * w j * p j := by
      rw [Finset.mul_sum]
      exact Finset.sum_congr rfl fun j _ => by ring
    rw [h]
    linear_combination (Complex.I * (w i : ℂ) ^ 3 * p i
      + w i * ∑ j, (K i j : ℂ) * w j * p j) * Complex.I_sq
  refine ⟨?_, ?_, ?_, ?_⟩
  · rw [iteratedDeriv_signal_zero, pow_one, sum_generator_mulVec hK]
    push_cast
    rw [Finset.mul_sum]
    exact Finset.sum_congr rfl fun i _ => by ring
  · rw [iteratedDeriv_signal_zero, pow_two, ← Matrix.mulVec_mulVec,
      sum_generator_mulVec hK, generator_mulVec_stationary hp]
    push_cast
    rw [← Finset.sum_neg_distrib]
    refine Finset.sum_congr rfl fun i _ => ?_
    linear_combination ((w i : ℂ) ^ 2 * p i) * Complex.I_sq
  · rw [third]
    simp only [Complex.sub_re, Complex.mul_re, Complex.ofReal_re, Complex.ofReal_im,
      Complex.I_re, Complex.I_im]
    ring
  · rw [third]
    simp only [Complex.sub_im, Complex.mul_im, Complex.ofReal_re, Complex.ofReal_im,
      Complex.I_re, Complex.I_im]
    ring
```

The four conclusions, joined by `∧`, are

s′(0) = i Σ_i p_i w_i

s″(0) = −Σ_i p_i w_i²

Re s‴(0) = ½ Σ_ij K_ij p_j (w_i − w_j)²

Im s‴(0) = −Σ_i p_i w_i³.

The first follows from removing K in the last action. For the second, K is removed at both ends:

Σ_i (G²p)_i = Σ_i (i w_i)(i w_i p_i) = −Σ_i p_i w_i².

For the third, the middle G keeps both of its parts:

Σ_i (G³p)_i = Σ_i i w_i [ (i w_i)(i w_i p_i) + Σ_j K_ij (i w_j p_j) ]
= −i Σ_i p_i w_i³ − Σ_ij w_i K_ij w_j p_j.

The previous lemma turns the last sum into squared frequency jumps. In Lean, `third` is this identity, the `linear_combination` steps use i² = −1, and the final two parts read off the real and imaginary parts.

Neither detailed balance nor normalisation of p is assumed. If the populations sum to one, s′(0)/i is the mean frequency. For a simulation of this finite, uncoupled-spin model, the formulas give a check on short-time output: rescaling all rates at fixed populations must leave the first two derivatives unchanged.

Zero column sums alone do not give the formula for s″(0). In the two-site model, start with p = (1, 0), w₀ = 0, w₁ = 1 and a ≠ 0, so that Kp ≠ 0. Then s″(0) = i a, while the formula would give 0.

Under both hypotheses, the same removal of K at the two ends gives, by hand, the next order:

Re s⁗(0) = Σ_i p_i w_i⁴ − Σ_ij w_i (K²)_ij w_j p_j.

```lean
/-- For zero column sums, nonnegative off-diagonal rates and positive stationary populations,
the real part of the third derivative is positive exactly when some exchange step connects two
sites of different frequency. -/
theorem third_moment_pos_iff {K : Matrix n n ℝ} {p : n → ℝ} (hK : ∀ j, ∑ i, K i j = 0)
    (hp : K *ᵥ p = 0) (hoff : ∀ i j, i ≠ j → 0 ≤ K i j) (hpos : ∀ i, 0 < p i) (w : n → ℝ) :
    0 < (iteratedDeriv 3 (signal K w p) 0).re ↔ ∃ i j, 0 < K i j ∧ w i ≠ w j := by
  rw [(exchange_moments hK hp w).2.2.1]
  have hterm : ∀ i j, 0 ≤ K i j * p j * (w i - w j) ^ 2 := by
    intro i j
    by_cases hij : i = j
    · subst hij
      simp
    · exact mul_nonneg (mul_nonneg (hoff i j hij) (hpos j).le) (sq_nonneg _)
  constructor
  · intro h
    by_contra hne
    push Not at hne
    -- without such a step every term of the sum vanishes
    have hz : ∑ i, ∑ j, K i j * p j * (w i - w j) ^ 2 = 0 := by
      refine Finset.sum_eq_zero fun i _ => Finset.sum_eq_zero fun j _ => ?_
      by_cases hw : w i = w j
      · rw [hw, sub_self]
        ring
      · have hij : i ≠ j := fun e => hw (congrArg w e)
        have h0 : K i j = 0 :=
          le_antisymm (not_lt.mp fun hk => hw (hne i j hk)) (hoff i j hij)
        rw [h0, zero_mul, zero_mul]
    rw [hz, mul_zero] at h
    exact lt_irrefl _ h
  · rintro ⟨i, j, hk, hw⟩
    have hsq : 0 < (w i - w j) ^ 2 := pow_pos_of_ne (sub_ne_zero.mpr hw)
    have hs : 0 < ∑ i, ∑ j, K i j * p j * (w i - w j) ^ 2 :=
      Finset.sum_pos' (fun a _ => Finset.sum_nonneg fun b _ => hterm a b)
        ⟨i, Finset.mem_univ i, Finset.sum_pos' (fun b _ => hterm i b)
          ⟨j, Finset.mem_univ j, mul_pos (mul_pos hk (hpos j)) hsq⟩⟩
    linarith
where
  pow_pos_of_ne {x : ℝ} (hx : x ≠ 0) : 0 < x ^ 2 := by positivity
```

Now let the off-diagonal rates be nonnegative and the populations positive. Every term K_ij p_j (w_i − w_j)² is then nonnegative, since the diagonal terms are zero. If no exchange step joins sites of different frequency, all terms vanish; if one does, its term is positive and so is the sum. Thus Re s‴(0) > 0 exactly when such a step exists.

## Two sites and a one-way cycle

```lean
/-- Two-site exchange with forward rate `a`, backward rate `b` and normalised, balanced
populations: the real part of the third derivative is the total exchange rate times both
populations times the squared frequency difference. -/
theorem two_site_third_moment (a b pA pB : ℝ) (hnorm : pA + pB = 1) (hbal : a * pA = b * pB)
    (w : Fin 2 → ℝ) :
    (iteratedDeriv 3 (signal !![-a, b; a, -b] w ![pA, pB]) 0).re =
      (a + b) * pA * pB * (w 0 - w 1) ^ 2 := by
  have hK : ∀ j, ∑ i, !![-a, b; a, -b] i j = 0 := by
    intro j
    fin_cases j <;> simp [Fin.sum_univ_two]
  have hp : !![-a, b; a, -b] *ᵥ ![pA, pB] = 0 := by
    funext i
    fin_cases i
    · simp [Matrix.mulVec, dotProduct, Fin.sum_univ_two]
      linarith
    · simp [Matrix.mulVec, dotProduct, Fin.sum_univ_two]
      linarith
  rw [(exchange_moments hK hp w).2.2.1]
  simp only [Fin.sum_univ_two]
  change 1 / 2 * ((-a * pA * (w 0 - w 0) ^ 2 + b * pB * (w 0 - w 1) ^ 2)
    + (a * pA * (w 1 - w 0) ^ 2 + -b * pB * (w 1 - w 1) ^ 2)) = _
  linear_combination (-(a * pA) * (w 0 - w 1) ^ 2) * hnorm
    + ((pA - 1 / 2) * (w 0 - w 1) ^ 2) * hbal
```

This is the opening example with pA + pB = 1. The general sum is ½(a pA + b pB)(w₀ − w₁)² = f (w₀ − w₁)², and normalisation gives

(a + b) pA pB = f pB + f pA = f.

The proof checks the two hypotheses on K, writes out the four terms, and combines `hnorm` and `hbal` in the same way.

```lean
/-- The one-way three-site cycle with rate `k` and equal populations has zero column sums and is
stationary. -/
theorem cycle_witness (k : ℝ) :
    (∀ j, ∑ i, !![-k, 0, k; k, -k, 0; 0, k, -k] i j = 0) ∧
      !![-k, 0, k; k, -k, 0; 0, k, -k] *ᵥ (fun _ : Fin 3 => (1 / 3 : ℝ)) = 0 := by
  constructor
  · intro j
    fin_cases j <;> simp [Fin.sum_univ_three]
  · funext i
    fin_cases i <;> simp [Matrix.mulVec, dotProduct, Fin.sum_univ_three]

end

end ChemicalExchangeMoments
```

Here spins move only 0 → 1 → 2 → 0, at rate k, with population 1/3 on each site. The theorem confirms zero column sums and stationarity. For k > 0, detailed balance fails, because the flux from 0 to 1 is k/3 and the reverse flux is zero. Ordinary chemical exchange at equilibrium obeys detailed balance, so this cycle stands for a driven steady state. The general formula then reads

Re s‴(0) = (k/6) [ (w₀ − w₁)² + (w₁ − w₂)² + (w₂ − w₀)² ].

```lean
#print axioms ChemicalExchangeMoments.exchange_moments
#print axioms ChemicalExchangeMoments.third_moment_pos_iff
#print axioms ChemicalExchangeMoments.two_site_third_moment
```

```
'ChemicalExchangeMoments.exchange_moments' depends on axioms: [propext, Classical.choice, Quot.sound]
'ChemicalExchangeMoments.third_moment_pos_iff' depends on axioms: [propext, Classical.choice, Quot.sound]
'ChemicalExchangeMoments.two_site_third_moment' depends on axioms: [propext, Classical.choice, Quot.sound]
```
